# For real vectors the trace of four Euclidean slashes is at most the matrix size times the product of the four lengths

Estimated term by term, the trace of four slashed Euclidean unit vectors is bounded only by three times the matrix size, because it contains three products of scalar products and each can reach one in absolute value. The theorems below remove the factor three for real vectors.

In Lean 4 with Mathlib:

```lean
import Mathlib

open scoped InnerProductSpace

namespace FourGammaTraceBound

noncomputable section

variable {E : Type*} [NormedAddCommGroup E] [InnerProductSpace ℝ E]

/-- The combination of scalar products that appears in the trace of four slashes. -/
def fourSlashForm (a b c d : E) : ℝ :=
  ⟪a, b⟫_ℝ * ⟪c, d⟫_ℝ - ⟪a, c⟫_ℝ * ⟪b, d⟫_ℝ + ⟪a, d⟫_ℝ * ⟪b, c⟫_ℝ

/-- The vector `⟨a,b⟩ c - ⟨a,c⟩ b + ⟨b,c⟩ a` built from three vectors. -/
def tripleVector (a b c : E) : E :=
  ⟪a, b⟫_ℝ • c - ⟪a, c⟫_ℝ • b + ⟪b, c⟫_ℝ • a

/-- The Gram determinant of three vectors, written out. -/
def gram3 (a b c : E) : ℝ :=
  ‖a‖ ^ 2 * ‖b‖ ^ 2 * ‖c‖ ^ 2 + 2 * ⟪a, b⟫_ℝ * ⟪a, c⟫_ℝ * ⟪b, c⟫_ℝ
    - ‖a‖ ^ 2 * ⟪b, c⟫_ℝ ^ 2 - ‖b‖ ^ 2 * ⟪a, c⟫_ℝ ^ 2 - ‖c‖ ^ 2 * ⟪a, b⟫_ℝ ^ 2

/-- The four-slash form is the scalar product of the triple vector with the fourth vector. -/
theorem inner_tripleVector (a b c d : E) :
    ⟪tripleVector a b c, d⟫_ℝ = fourSlashForm a b c d := by
  simp only [tripleVector, fourSlashForm, inner_add_left, inner_sub_left, real_inner_smul_left]
  ring

/-- The Gram determinant of three vectors is nonnegative. -/
theorem gram3_nonneg (a b c : E) : 0 ≤ gram3 a b c := by
  rcases eq_or_ne a 0 with rfl | ha
  · simp [gram3]
  · have hA : 0 < ‖a‖ ^ 2 := pow_pos (norm_pos_iff.2 ha) 2
    -- Cauchy-Schwarz for the parts of b and c orthogonal to a
    have h := real_inner_mul_inner_self_le
      (‖a‖ ^ 2 • b - ⟪a, b⟫_ℝ • a) (‖a‖ ^ 2 • c - ⟪a, c⟫_ℝ • a)
    simp only [inner_sub_left, inner_sub_right, real_inner_smul_left,
      real_inner_smul_right] at h
    simp only [real_inner_self_eq_norm_sq, real_inner_comm a b, real_inner_comm a c] at h
    have h3 : 0 ≤ (‖a‖ ^ 2) ^ 3 * gram3 a b c := by
      unfold gram3
      nlinarith [h]
    exact (mul_nonneg_iff_of_pos_left (pow_pos hA 3)).1 h3

/-- The squared length of the triple vector is the product of the three squared lengths
minus the Gram determinant. -/
theorem norm_sq_tripleVector (a b c : E) :
    ‖tripleVector a b c‖ ^ 2 = ‖a‖ ^ 2 * ‖b‖ ^ 2 * ‖c‖ ^ 2 - gram3 a b c := by
  rw [← real_inner_self_eq_norm_sq, inner_tripleVector]
  simp only [fourSlashForm, tripleVector, gram3, inner_add_right, inner_sub_right,
    real_inner_smul_right, real_inner_self_eq_norm_sq, real_inner_comm a b,
    real_inner_comm a c, real_inner_comm b c]
  ring

/-- The four-slash form is bounded in absolute value by the product of the four lengths. -/
theorem abs_fourSlashForm_le (a b c d : E) :
    |fourSlashForm a b c d| ≤ ‖a‖ * ‖b‖ * ‖c‖ * ‖d‖ := by
  have hv : ‖tripleVector a b c‖ ≤ ‖a‖ * ‖b‖ * ‖c‖ := by
    refine (sq_le_sq₀ (norm_nonneg _) (by positivity)).1 ?_
    rw [norm_sq_tripleVector, mul_pow, mul_pow]
    linarith [gram3_nonneg a b c]
  rw [← inner_tripleVector]
  exact (abs_real_inner_le_norm _ _).trans (mul_le_mul_of_nonneg_right hv (norm_nonneg d))

/-- For four unit vectors the four-slash form never exceeds one in absolute value. -/
theorem abs_fourSlashForm_le_one {a b c d : E}
    (ha : ‖a‖ = 1) (hb : ‖b‖ = 1) (hc : ‖c‖ = 1) (hd : ‖d‖ = 1) :
    |⟪a, b⟫_ℝ * ⟪c, d⟫_ℝ - ⟪a, c⟫_ℝ * ⟪b, d⟫_ℝ + ⟪a, d⟫_ℝ * ⟪b, c⟫_ℝ| ≤ 1 := by
  have h := abs_fourSlashForm_le a b c d
  rw [ha, hb, hc, hd] at h
  simpa [fourSlashForm] using h

/-- For four unit vectors the four-slash form equals one exactly when the fourth vector is
the triple vector of the first three. -/
theorem fourSlashForm_eq_one_iff {a b c d : E}
    (ha : ‖a‖ = 1) (hb : ‖b‖ = 1) (hc : ‖c‖ = 1) (hd : ‖d‖ = 1) :
    fourSlashForm a b c d = 1 ↔ d = tripleVector a b c := by
  constructor
  · intro h
    have hv := norm_sq_tripleVector a b c
    rw [ha, hb, hc] at hv
    have hg := gram3_nonneg a b c
    have hs := norm_sub_sq_real d (tripleVector a b c)
    rw [real_inner_comm, inner_tripleVector, h, hd] at hs
    -- the distance between d and the triple vector vanishes
    have h0 : ‖d - tripleVector a b c‖ ^ 2 = 0 :=
      le_antisymm (by linarith) (sq_nonneg _)
    exact sub_eq_zero.1 (norm_eq_zero.1 ((pow_eq_zero_iff two_ne_zero).1 h0))
  · intro h
    rw [← inner_tripleVector, ← h, real_inner_self_eq_norm_sq, hd]
    norm_num

variable {m : Type*} [Fintype m] [DecidableEq m] {n : ℕ}

/-- Euclidean gamma matrices: `γ_μ γ_ν + γ_ν γ_μ = 2 δ_μν`. -/
def IsEuclideanClifford (γ : Fin n → Matrix m m ℂ) : Prop :=
  ∀ μ ν, γ μ * γ ν + γ ν * γ μ = (if μ = ν then (2 : ℂ) else 0) • (1 : Matrix m m ℂ)

/-- The slash of a real vector: its contraction with the gamma matrices. -/
def slash (γ : Fin n → Matrix m m ℂ) (a : EuclideanSpace ℝ (Fin n)) : Matrix m m ℂ :=
  ∑ μ, ((a μ : ℝ) : ℂ) • γ μ

/-- The anticommutator of two slashes is twice the scalar product of the vectors times the identity
matrix. -/
theorem slash_anticomm {γ : Fin n → Matrix m m ℂ} (hγ : IsEuclideanClifford γ)
    (a b : EuclideanSpace ℝ (Fin n)) :
    slash γ a * slash γ b + slash γ b * slash γ a
      = (2 * (⟪a, b⟫_ℝ : ℂ)) • (1 : Matrix m m ℂ) := by
  have h1 : slash γ a * slash γ b
      = ∑ μ, ∑ ν, (((a μ : ℝ) : ℂ) * ((b ν : ℝ) : ℂ)) • (γ μ * γ ν) := by
    unfold slash
    rw [Finset.sum_mul_sum]
    refine Finset.sum_congr rfl fun μ _ => Finset.sum_congr rfl fun ν _ => ?_
    rw [smul_mul_assoc, mul_smul_comm, smul_smul]
  have h2 : slash γ b * slash γ a
      = ∑ μ, ∑ ν, (((a μ : ℝ) : ℂ) * ((b ν : ℝ) : ℂ)) • (γ ν * γ μ) := by
    unfold slash
    rw [Finset.sum_mul_sum, Finset.sum_comm]
    refine Finset.sum_congr rfl fun μ _ => Finset.sum_congr rfl fun ν _ => ?_
    rw [smul_mul_assoc, mul_smul_comm, smul_smul, mul_comm ((b ν : ℝ) : ℂ)]
  have hi : ⟪a, b⟫_ℝ = ∑ μ, a μ * b μ := by
    simp [PiLp.inner_apply, mul_comm]
  rw [h1, h2, hi]
  simp only [← Finset.sum_add_distrib, ← smul_add, hγ _ _]
  simp only [smul_smul, mul_ite, mul_zero, ← Finset.sum_smul, Finset.sum_ite_eq,
    Finset.mem_univ, if_true]
  congr 1
  push_cast
  rw [Finset.mul_sum]
  exact Finset.sum_congr rfl fun μ _ => by ring

/-- The trace of four slashes is the matrix size times the four-slash form. -/
theorem trace_four_slash {γ : Fin n → Matrix m m ℂ} (hγ : IsEuclideanClifford γ)
    (a b c d : EuclideanSpace ℝ (Fin n)) :
    (slash γ a * slash γ b * slash γ c * slash γ d).trace
      = (Fintype.card m : ℂ) * (fourSlashForm a b c d : ℂ) := by
  have two : ∀ x y : EuclideanSpace ℝ (Fin n),
      (slash γ x * slash γ y).trace = (Fintype.card m : ℂ) * (⟪x, y⟫_ℝ : ℂ) := by
    intro x y
    have h := congrArg Matrix.trace (slash_anticomm hγ x y)
    rw [Matrix.trace_add, Matrix.trace_mul_comm (slash γ y), Matrix.trace_smul,
      Matrix.trace_one, smul_eq_mul] at h
    linear_combination h / 2
  -- move the first slash through the other three
  have key : ∀ A B C D : Matrix m m ℂ, A * B * C * D + B * C * D * A
      = (A * B + B * A) * (C * D) - B * (A * C + C * A) * D + B * C * (A * D + D * A) := by
    intro A B C D
    noncomm_ring
  have cyc : ∀ A B C D : Matrix m m ℂ, (B * C * D * A).trace = (A * B * C * D).trace := by
    intro A B C D
    rw [Matrix.trace_mul_comm (B * C * D) A]
    simp only [mul_assoc]
  have h := key (slash γ a) (slash γ b) (slash γ c) (slash γ d)
  rw [slash_anticomm hγ a b, slash_anticomm hγ a c, slash_anticomm hγ a d] at h
  have ht := congrArg Matrix.trace h
  simp only [Matrix.trace_add, Matrix.trace_sub, smul_mul_assoc, mul_smul_comm, one_mul,
    mul_one, Matrix.trace_smul, smul_eq_mul] at ht
  rw [cyc (slash γ a) (slash γ b) (slash γ c) (slash γ d), two c d, two b d, two b c] at ht
  unfold fourSlashForm
  push_cast
  linear_combination ht / 2

/-- The trace of four Euclidean slashes is bounded in modulus by the matrix size times the
product of the four lengths. -/
theorem norm_trace_four_slash_le {γ : Fin n → Matrix m m ℂ} (hγ : IsEuclideanClifford γ)
    (a b c d : EuclideanSpace ℝ (Fin n)) :
    ‖(slash γ a * slash γ b * slash γ c * slash γ d).trace‖
      ≤ (Fintype.card m : ℝ) * (‖a‖ * ‖b‖ * ‖c‖ * ‖d‖) := by
  rw [trace_four_slash hγ, norm_mul, Complex.norm_natCast, Complex.norm_real, Real.norm_eq_abs]
  exact mul_le_mul_of_nonneg_left (abs_fourSlashForm_le a b c d) (Nat.cast_nonneg _)

/-- Upper right blocks of the chiral gamma matrices: `-iσ₁, -iσ₂, -iσ₃, 1`. -/
def upper : Fin 4 → Matrix (Fin 2) (Fin 2) ℂ :=
  ![!![0, -Complex.I; -Complex.I, 0], !![0, -1; 1, 0], !![-Complex.I, 0; 0, Complex.I],
    !![1, 0; 0, 1]]

/-- Lower left blocks of the chiral gamma matrices: `iσ₁, iσ₂, iσ₃, 1`. -/
def lower : Fin 4 → Matrix (Fin 2) (Fin 2) ℂ :=
  ![!![0, Complex.I; Complex.I, 0], !![0, 1; -1, 0], !![Complex.I, 0; 0, -Complex.I],
    !![1, 0; 0, 1]]

/-- The four Euclidean gamma matrices in chiral block form. -/
def chiralGamma (μ : Fin 4) : Matrix (Fin 2 ⊕ Fin 2) (Fin 2 ⊕ Fin 2) ℂ :=
  Matrix.fromBlocks 0 (upper μ) (lower μ) 0

/-- The four chiral matrices satisfy the Euclidean Clifford relations. -/
theorem chiralGamma_witness : IsEuclideanClifford chiralGamma := by
  have h1 : ∀ μ ν, upper μ * lower ν + upper ν * lower μ
      = (if μ = ν then (2 : ℂ) else 0) • (1 : Matrix (Fin 2) (Fin 2) ℂ) := by
    intro μ ν
    fin_cases μ <;> fin_cases ν <;> ext i j <;> fin_cases i <;> fin_cases j <;>
      simp [upper, lower] <;> norm_num
  have h2 : ∀ μ ν, lower μ * upper ν + lower ν * upper μ
      = (if μ = ν then (2 : ℂ) else 0) • (1 : Matrix (Fin 2) (Fin 2) ℂ) := by
    intro μ ν
    fin_cases μ <;> fin_cases ν <;> ext i j <;> fin_cases i <;> fin_cases j <;>
      simp [upper, lower] <;> norm_num
  intro μ ν
  rw [← Matrix.fromBlocks_one, Matrix.fromBlocks_smul]
  simp only [chiralGamma, Matrix.fromBlocks_multiply, Matrix.fromBlocks_add, Matrix.zero_mul,
    Matrix.mul_zero, add_zero, zero_add, smul_zero, h1, h2]

end

end FourGammaTraceBound
```

```lean
#print axioms FourGammaTraceBound.abs_fourSlashForm_le_one
-- 'FourGammaTraceBound.abs_fourSlashForm_le_one' depends on axioms: [propext, Classical.choice, Quot.sound]
#print axioms FourGammaTraceBound.fourSlashForm_eq_one_iff
-- 'FourGammaTraceBound.fourSlashForm_eq_one_iff' depends on axioms: [propext, Classical.choice, Quot.sound]
#print axioms FourGammaTraceBound.norm_trace_four_slash_le
-- 'FourGammaTraceBound.norm_trace_four_slash_le' depends on axioms: [propext, Classical.choice, Quot.sound]
```

## Scalar products, slashes and gamma matrices

The central quantity, called `fourSlashForm` in the code, is

\[
T(a,b,c,d)=\langle a,b\rangle\langle c,d\rangle-\langle a,c\rangle\langle b,d\rangle+\langle a,d\rangle\langle b,c\rangle .
\]

The theorem `abs_fourSlashForm_le` states that \(|T(a,b,c,d)|\le\|a\|\|b\|\|c\|\|d\|\) for any four vectors in a real inner-product space `E`. The space may have any dimension, including infinite, and need not be complete. For unit vectors `abs_fourSlashForm_le_one` gives the bound 1, and `fourSlashForm_eq_one_iff` says which fourth unit vector, if any, attains the value \(+1\).

The matrix part works with \(n\) complex matrices \(\gamma_\mu\) of size \(N\), where \(N\) is `Fintype.card m`. The predicate `IsEuclideanClifford` requires

\[
\gamma_\mu\gamma_\nu+\gamma_\nu\gamma_\mu=2\delta_{\mu\nu}\mathbf 1 .
\]

This fixes the Euclidean signature, with every gamma matrix squaring to \(+\mathbf 1\). The matrices are not required to be Hermitian, and no separate condition links \(n\) and \(N\), although the relations themselves force \(N\) to be a multiple of \(2^{\lfloor n/2\rfloor}\). A vector in `EuclideanSpace ℝ (Fin n)` has real components \(a_\mu\), and its `slash` is \(\slashed a=\sum_\mu a_\mu\gamma_\mu\). For these objects `trace_four_slash` and `norm_trace_four_slash_le` state

\[
\operatorname{tr}(\slashed a\slashed b\slashed c\slashed d)=N\,T(a,b,c,d),\qquad
|\operatorname{tr}(\slashed a\slashed b\slashed c\slashed d)|\le N\|a\|\|b\|\|c\|\|d\| .
\]

The Clifford relations are a hypothesis here. `chiralGamma_witness` shows that they can be met for \(n=4\) and \(N=4\), by an explicit set of chiral matrices. When the gamma matrices are Hermitian, as these are, the slash of a real unit vector is unitary, and the trace bound also follows directly, because a unitary matrix of size \(N\) has a trace of modulus at most \(N\). The proof below does not use Hermiticity.

Complex vectors, such as circular polarisations, and traces containing \(\gamma_5\) are not treated. The Euclidean signature is essential to the bound. With a Minkowski product, two unit timelike vectors \(u,w\) with \(u\cdot w=\cosh\eta\) give \(T(u,w,u,w)=2\cosh^2\eta-1\), which grows without limit as the relative rapidity \(\eta\) increases.

## A fermion loop with four massless propagators

In Euclidean momentum space a free massless fermion propagator is, up to a phase, \(\slashed p/p^2\). A closed loop with four such propagators and scalar vertices therefore contains the factor

\[
\frac{\operatorname{tr}(\slashed p_1\slashed p_2\slashed p_3\slashed p_4)}{p_1^2\,p_2^2\,p_3^2\,p_4^2},
\]

whose modulus is at most \(N/(\|p_1\|\|p_2\|\|p_3\|\|p_4\|)\) when all four momenta are nonzero. Power counting gives the same fall-off, and the trace bound supplies the constant. This estimate is an application of the theorem and is not itself stated in the file.

In a program that evaluates such traces, the ratio of the modulus of the trace to \(N\|a\|\|b\|\|c\|\|d\|\) must not exceed one for nonzero real vectors, apart from rounding. This is a cheap check, but passing it does not prove that the trace is correct. If the middle term of \(T\) has the wrong sign, four equal unit vectors already give 3 in place of 1.

## Reducing four vectors to two

In each term of \(T\) the vector \(d\) enters through a single scalar product, so \(T\) is the scalar product of \(d\) with a vector built from the other three:

\[
v=\langle a,b\rangle c-\langle a,c\rangle b+\langle b,c\rangle a,\qquad \langle v,d\rangle=T(a,b,c,d).
\]

In the code \(v\) is `tripleVector a b c`, and `inner_tripleVector` proves the identity by expanding the scalar product.

To find the length of \(v\), write \(A=\|a\|^2\), \(B=\|b\|^2\), \(C=\|c\|^2\) and \(p=\langle a,b\rangle\), \(q=\langle a,c\rangle\), \(r=\langle b,c\rangle\). The three cross terms in \(\|v\|^2\) are \(-2pqr\), \(+2pqr\) and \(-2pqr\), so

\[
\|v\|^2=Cp^2+Bq^2+Ar^2-2pqr=ABC-G,
\]

where

\[
G=ABC+2pqr-Ar^2-Bq^2-Cp^2
\]

is the Gram determinant of \(a,b,c\), written out as `gram3`. This is `norm_sq_tripleVector`. Its proof applies `inner_tripleVector` with \(d=v\), expands, and lets `ring` collect the terms.

## The Gram determinant is nonnegative

If \(a=0\), then \(G=0\). Otherwise take the parts of \(b\) and \(c\) orthogonal to \(a\), multiplied by \(A\) to avoid fractions:

\[
b'=Ab-pa,\qquad c'=Ac-qa .
\]

Their scalar products are

\[
\langle b',b'\rangle=A(AB-p^2),\quad
\langle c',c'\rangle=A(AC-q^2),\quad
\langle b',c'\rangle=A(Ar-pq).
\]

The Cauchy–Schwarz inequality \(\langle b',c'\rangle^2\le\langle b',b'\rangle\langle c',c'\rangle\) becomes

\[
0\le A^2\left[(AB-p^2)(AC-q^2)-(Ar-pq)^2\right]=A^3G ,
\]

because the terms \(p^2q^2\) cancel in the bracket and a factor \(A\) comes out. Since \(A>0\), \(G\ge0\).

The proof of `gram3_nonneg` follows these steps. `real_inner_mul_inner_self_le` is the Cauchy–Schwarz inequality, `nlinarith` recognises the polynomial \(A^3G\), and the last line divides out the positive factor.

It follows that \(\|v\|^2\le ABC\), hence \(\|v\|\le\|a\|\|b\|\|c\|\). A second use of Cauchy–Schwarz gives

\[
|T(a,b,c,d)|=|\langle v,d\rangle|\le\|v\|\|d\|\le\|a\|\|b\|\|c\|\|d\| .
\]

In `abs_fourSlashForm_le`, the lemma `sq_le_sq₀` takes the step from squared lengths to lengths.

## Unit vectors that reach the value one

Let all four vectors have unit length and suppose \(T=1\). Then \(\|v\|^2=1-G\), and

\[
\|d-v\|^2=\|d\|^2-2\langle v,d\rangle+\|v\|^2=1-2+(1-G)=-G\le0 .
\]

A square cannot be negative, so \(d=v\). Conversely, if \(d=v\), then \(T=\langle v,d\rangle=\|d\|^2=1\). These are the two directions of `fourSlashForm_eq_one_iff`.

In one dimension the unit vectors are the numbers \(\pm1\), and \(T=abcd\,(1-1+1)=abcd\), so the bound is always saturated. For unit vectors in a plane at angles \(\theta_a,\theta_b,\theta_c,\theta_d\), the form is \(T=\cos(\theta_a-\theta_b+\theta_c-\theta_d)\), and for any first three vectors a suitable fourth gives 1. If \(a,b,c\) are orthonormal, then \(v=0\) and \(T\) vanishes for every \(d\).

## Moving one slash through the other three

Multiplying out two slashes in both orders and adding gives

\[
\slashed a\slashed b+\slashed b\slashed a
=\sum_{\mu,\nu}a_\mu b_\nu(\gamma_\mu\gamma_\nu+\gamma_\nu\gamma_\mu)
=2\langle a,b\rangle\mathbf 1 .
\]

In `slash_anticomm`, `h1` and `h2` write the two products as double sums with the same coefficients, and the Clifford relation then collapses one sum. Taking the trace and using \(\operatorname{tr}(\slashed b\slashed a)=\operatorname{tr}(\slashed a\slashed b)\) gives \(\operatorname{tr}(\slashed a\slashed b)=N\langle a,b\rangle\), which is the local statement `two` in `trace_four_slash`.

For four factors, let \(\{X,Y\}=XY+YX\). Any square matrices of equal size satisfy

\[
XYZW+YZWX=\{X,Y\}ZW-Y\{X,Z\}W+YZ\{X,W\},
\]

since the intermediate products cancel in pairs. This is `key`, proved by `noncomm_ring`. Inserting the slashes and taking the trace, the two terms on the left are equal by cyclicity (`cyc`), so

\[
2\operatorname{tr}(\slashed a\slashed b\slashed c\slashed d)
=2\langle a,b\rangle N\langle c,d\rangle-2\langle a,c\rangle N\langle b,d\rangle+2\langle a,d\rangle N\langle b,c\rangle .
\]

Halving gives \(N\,T(a,b,c,d)\), and the bound on \(T\) becomes the bound on the trace.

The chiral matrices have only off-diagonal blocks, so a product of two of them is block diagonal. The proof of `chiralGamma_witness` checks the relation for each diagonal block over all pairs \(\mu,\nu\), entry by entry, and then reassembles the blocks.
